# Stationarity of the scalar CPA Lloyd functional at a CPA solution with non-zero τ

Take an equiatomic alloy of two species with inverse scattering amplitudes $m_0=7/2$ and $m_1=3/2$, and two k-points with structure constants $g_0=1$ and $g_1=-1$. Try the effective medium $m=2$. The k-average of $1/(m-g_k)$ is

$$\tau=\tfrac12\left(1+\tfrac13\right)=\tfrac23 .$$

An impurity in this medium carries the factor $D_a=1+(m_a-m)\tau$, so $D_0=2$ and $D_1=2/3$. With the concentrations $c_0=c_1=\tfrac12$, the condition of the coherent potential approximation (CPA), $\sum_a c_a/D_a=1$, holds, since $\tfrac14+\tfrac34=1$.

Now vary $m$ in

$$F(m)=\tfrac12\sum_k\log(m-g_k)+\tfrac12\sum_a\log D_a(m).$$

The first term has slope $\tau=2/3$. For the second, $d\tau/dm=-\tfrac12(1+\tfrac19)=-\tfrac59$, which gives

$$\frac{dD_0}{dm}=-\tfrac23-\tfrac32\cdot\tfrac59=-\tfrac32,\qquad \frac{dD_1}{dm}=-\tfrac23+\tfrac12\cdot\tfrac59=-\tfrac7{18}.$$

Its slope is $\tfrac12\left(-\tfrac34-\tfrac7{12}\right)=-\tfrac23$, and the two terms cancel. The same cancellation occurs at every CPA solution with $\tau\neq0$ and all logarithms off their branch cut.

## The medium and the impurities

```lean
import Mathlib

open Finset

namespace CPALloyd

noncomputable section

variable {K A : Type*} [Fintype K] [Fintype A]
```

`K` is the set of k-points and `A` the set of species, both finite. All amplitudes are complex numbers: this is a one-channel model, without angular-momentum matrices.

```lean
/-- The average of a quantity over a finite, non-empty set of k-points. -/
def kAverage (f : K → ℂ) : ℂ := (∑ k, f k) / (Fintype.card K : ℂ)
```

This is the mean $\langle f_k\rangle=\frac1{|K|}\sum_k f_k$, a finite mesh in place of the Brillouin-zone integral.

```lean
/-- The site-diagonal scattering path operator of the effective medium, the k-average of
`1 / (m - g k)`; its domain is `m ≠ g k` for all `k`. -/
def tau (g : K → ℂ) (m : ℂ) : ℂ := kAverage fun k => 1 / (m - g k)
```

$\tau=\langle 1/(m-g_k)\rangle$ is the site-diagonal scattering path operator. The code writes $g_k$ as `g k`.

```lean
/-- The k-average of `1 / (m - g k) ^ 2`, for `m ≠ g k` for all `k`. -/
def tauSq (g : K → ℂ) (m : ℂ) : ℂ := kAverage fun k => 1 / (m - g k) ^ 2
```

$Q=\langle 1/(m-g_k)^2\rangle$, which is $-d\tau/dm$ at fixed $g_k$.

```lean
/-- The factor `1 + (x - m) tau` of an impurity with inverse scattering amplitude `x`
in the medium `m`, for `m ≠ g k` for all `k`. -/
def siteFactor (g : K → ℂ) (m x : ℂ) : ℂ := 1 + (x - m) * tau g m
```

This is $D_a=1+(m_a-m)\tau$, with `x` standing for $m_a$. The path operator at an impurity of species $a$ is $\tau/D_a$.

```lean
/-- The concentration average of the inverse impurity factors, for non-zero factors.
The CPA condition says that it equals one. -/
def cpaSum (g : K → ℂ) (c ma : A → ℂ) (m : ℂ) : ℂ :=
  ∑ a, c a / siteFactor g m (ma a)
```

$S=\sum_a c_a/D_a$. For $\tau\neq0$, the condition $S=1$ says that the impurity path operators average to that of the medium.

```lean
/-- The concentration average of the single-site scattering relative to the medium,
for non-zero impurity factors. -/
def meanScattering (g : K → ℂ) (c ma : A → ℂ) (m : ℂ) : ℂ :=
  ∑ a, c a * (ma a - m) / siteFactor g m (ma a)
```

$X=\sum_a c_a(m_a-m)/D_a$ is, up to sign, the mean scattering by single impurities relative to the medium: the path operator at an impurity is $\tau/D_a=\tau-\tau^2(m_a-m)/D_a$.

```lean
/-- The scalar CPA Lloyd functional: a medium term averaged over k and an impurity term
averaged over the species, for non-zero arguments of the logarithms. -/
def lloyd (g : K → ℂ) (c ma : A → ℂ) (m : ℂ) : ℂ :=
  kAverage (fun k => Complex.log (m - g k)) +
    ∑ a, c a * Complex.log (siteFactor g m (ma a))
```

$F=\langle\log(m-g_k)\rangle+\sum_a c_a\log D_a$, with the principal logarithm. Lloyd's formula connects such an expression with the integrated density of states; here $F$ is simply defined, and that connection is not derived.

```lean
/-- All arguments of the logarithms in the Lloyd functional avoid the branch cut. -/
def OffCut (g : K → ℂ) (ma : A → ℂ) (m : ℂ) : Prop :=
  (∀ k, m - g k ∈ Complex.slitPlane) ∧ ∀ a, siteFactor g m (ma a) ∈ Complex.slitPlane
```

`Complex.slitPlane` is the complex plane without zero and the negative real axis. `OffCut` puts every $m-g_k$ and every $D_a$ there, so the logarithms are differentiable and the denominators non-zero.

## Differentiating along an energy path

```lean
/-- The derivative of a k-average is the k-average of the derivatives. -/
theorem hasDerivAt_kAverage {f : K → ℂ → ℂ} {f' : K → ℂ} {z : ℂ}
    (h : ∀ k, HasDerivAt (f k) (f' k) z) :
    HasDerivAt (fun w => kAverage fun k => f k w) (kAverage f') z := by
  unfold kAverage
  exact (HasDerivAt.fun_sum fun k _ => h k).div_const _
```

`HasDerivAt f f' z` says that $f$ is complex differentiable at $z$ with derivative $f'$. A finite mean is differentiated term by term.

```lean
/-- The derivative of the Lloyd functional when structure constants, species and medium all
vary differentiably with the energy, with all logarithms off the branch cut. -/
theorem hasDerivAt_lloyd_path {g : K → ℂ → ℂ} {ma : A → ℂ → ℂ} {m : ℂ → ℂ}
    {g' : K → ℂ} {ma' : A → ℂ} {m' z : ℂ} (c : A → ℂ)
    (hg : ∀ k, HasDerivAt (g k) (g' k) z) (hma : ∀ a, HasDerivAt (ma a) (ma' a) z)
    (hm : HasDerivAt m m' z) (h : OffCut (g · z) (ma · z) (m z)) :
    HasDerivAt (fun w => lloyd (g · w) c (ma · w) (m w))
      (m' * tau (g · z) (m z) * (1 - cpaSum (g · z) c (ma · z) (m z))
        + kAverage (fun k => -(m' - g' k) / (m z - g k z) ^ 2)
          * meanScattering (g · z) c (ma · z) (m z)
        + tau (g · z) (m z) * ∑ a, c a * ma' a / siteFactor (g · z) (m z) (ma a z)
        - kAverage (fun k => g' k / (m z - g k z))) z := by
  -- the medium term
  have hA : HasDerivAt (fun w => kAverage fun k => Complex.log (m w - g k w))
      (kAverage fun k => (m' - g' k) / (m z - g k z)) z :=
    hasDerivAt_kAverage fun k => (hm.fun_sub (hg k)).clog (h.1 k)
  -- the path operator
  have h1 : ∀ k, HasDerivAt (fun w => 1 / (m w - g k w))
      (-(m' - g' k) / (m z - g k z) ^ 2) z := fun k =>
    ((hasDerivAt_const z (1 : ℂ)).fun_div (hm.fun_sub (hg k))
      (Complex.slitPlane_ne_zero (h.1 k))).congr_deriv (by ring)
  have ht : HasDerivAt (fun w => tau (g · w) (m w))
      (kAverage fun k => -(m' - g' k) / (m z - g k z) ^ 2) z := hasDerivAt_kAverage h1
  -- the impurity term
  have hs : ∀ a, HasDerivAt (fun w => siteFactor (g · w) (m w) (ma a w))
      ((ma' a - m') * tau (g · z) (m z) + (ma a z - m z) *
        kAverage fun k => -(m' - g' k) / (m z - g k z) ^ 2) z := fun a =>
    (((hma a).fun_sub hm).fun_mul ht).const_add 1
  have hB : HasDerivAt
      (fun w => ∑ a, c a * Complex.log (siteFactor (g · w) (m w) (ma a w)))
      (∑ a, c a * (((ma' a - m') * tau (g · z) (m z) + (ma a z - m z) *
        kAverage fun k => -(m' - g' k) / (m z - g k z) ^ 2) /
          siteFactor (g · z) (m z) (ma a z))) z :=
    HasDerivAt.fun_sum fun a _ => ((hs a).clog (h.2 a)).const_mul (c a)
  refine (hA.fun_add hB).congr_deriv ?_
  -- collect the terms
  have e1 : kAverage (fun k => (m' - g' k) / (m z - g k z)) =
      m' * tau (g · z) (m z) - kAverage (fun k => g' k / (m z - g k z)) := by
    simp only [tau, kAverage]
    rw [mul_div_assoc', Finset.mul_sum, ← sub_div, ← Finset.sum_sub_distrib]
    congr 1
    exact Finset.sum_congr rfl fun k _ => by ring
  have e2 : ∀ t T : ℂ, ∑ a, c a * (((ma' a - m') * t + (ma a z - m z) * T) /
      siteFactor (g · z) (m z) (ma a z)) =
      t * ∑ a, c a * ma' a / siteFactor (g · z) (m z) (ma a z)
        - m' * t * cpaSum (g · z) c (ma · z) (m z)
        + T * meanScattering (g · z) c (ma · z) (m z) := by
    intro t T
    simp only [cpaSum, meanScattering, Finset.mul_sum, ← Finset.sum_sub_distrib,
      ← Finset.sum_add_distrib]
    exact Finset.sum_congr rfl fun a _ => by ring
  rw [e1, e2]
  ring
```

Here $g_k$, $m_a$ and $m$ all depend on an energy $z$, and primes denote their derivatives. The notation `(g · z)` means the function $k\mapsto g_k(z)$. By hand, the medium term gives

$$\left\langle\frac{m'-g_k'}{m-g_k}\right\rangle=m'\tau-\left\langle\frac{g_k'}{m-g_k}\right\rangle .$$

The path operator and the impurity factors change as

$$\tau'=-\left\langle\frac{m'-g_k'}{(m-g_k)^2}\right\rangle,\qquad D_a'=(m_a'-m')\tau+(m_a-m)\tau' .$$

The impurity term therefore gives

$$\sum_a c_a\frac{D_a'}{D_a}=\tau\sum_a\frac{c_am_a'}{D_a}-m'\tau S+\tau'X .$$

Adding the two terms,

$$\frac{dF}{dz}=m'\tau(1-S)+\tau'X+\tau\sum_a\frac{c_am_a'}{D_a}-\left\langle\frac{g_k'}{m-g_k}\right\rangle .$$

In the proof, `hA` differentiates the medium term, `ht` the path operator, `hs` the factors and `hB` the impurity term. The identities `e1` and `e2` do the regrouping, and `ring` finishes the algebra.

## The cancellation at a CPA solution

```lean
/-- For concentrations that sum to one and non-zero impurity factors, `tau` times the mean
single-site scattering is the deviation from the CPA condition. -/
theorem tau_mul_meanScattering {g : K → ℂ} {c ma : A → ℂ} {m : ℂ} (hc : ∑ a, c a = 1)
    (hD : ∀ a, siteFactor g m (ma a) ≠ 0) :
    tau g m * meanScattering g c ma m = 1 - cpaSum g c ma m := by
  rw [← hc, cpaSum, meanScattering, Finset.mul_sum, ← Finset.sum_sub_distrib]
  refine Finset.sum_congr rfl fun a _ => ?_
  have e : (ma a - m) * tau g m = siteFactor g m (ma a) - 1 := by
    unfold siteFactor
    ring
  calc tau g m * (c a * (ma a - m) / siteFactor g m (ma a))
      = c a * ((ma a - m) * tau g m) / siteFactor g m (ma a) := by ring
    _ = c a - c a / siteFactor g m (ma a) := by
      rw [e, mul_sub, mul_one, sub_div, mul_div_cancel_right₀ _ (hD a)]
```

Since $(m_a-m)\tau=D_a-1$ and $\sum_a c_a=1$,

$$\tau X=\sum_a c_a\frac{D_a-1}{D_a}=1-S .$$

The `calc` block is this computation for one species. The concentrations only have to sum to one; the code does not require them to be real or positive.

```lean
/-- The derivative of the Lloyd functional with respect to the medium alone, with all
logarithms off the branch cut. -/
theorem hasDerivAt_lloyd {g : K → ℂ} {c ma : A → ℂ} {m : ℂ} (h : OffCut g ma m) :
    HasDerivAt (lloyd g c ma)
      (tau g m * (1 - cpaSum g c ma m) - tauSq g m * meanScattering g c ma m) m := by
  have key := hasDerivAt_lloyd_path (g := fun k _ => g k) (ma := fun a _ => ma a)
    (m := fun w => w) (g' := fun _ => 0) (ma' := fun _ => 0) c
    (fun k => hasDerivAt_const m (g k)) (fun a => hasDerivAt_const m (ma a))
    (hasDerivAt_id' m) h
  refine key.congr_deriv ?_
  have e1 : kAverage (fun k => -(1 - (0 : ℂ)) / (m - g k) ^ 2) = -tauSq g m := by
    simp only [kAverage, tauSq, sub_zero, neg_div, Finset.sum_neg_distrib]
  have e2 : kAverage (fun k => (0 : ℂ) / (m - g k)) = 0 := by simp [kAverage]
  show 1 * tau g m * (1 - cpaSum g c ma m)
    + kAverage (fun k => -(1 - (0 : ℂ)) / (m - g k) ^ 2) * meanScattering g c ma m
    + tau g m * ∑ a, c a * 0 / siteFactor g m (ma a)
    - kAverage (fun k => (0 : ℂ) / (m - g k)) = _
  rw [e1, e2]
  simp only [mul_zero, zero_div, Finset.sum_const_zero]
  ring
```

Hold $g_k$ and $m_a$ fixed and let $m$ itself be the variable: $g_k'=m_a'=0$ and $m'=1$. Then $\tau'=-Q$, and the path formula reduces to

$$\frac{dF}{dm}=\tau(1-S)-QX .$$

```lean
/-- The Lloyd functional is stationary in the medium at a CPA solution, if the concentrations
sum to one, `tau` is non-zero and all logarithms are off the branch cut. -/
theorem lloyd_stationary {g : K → ℂ} {c ma : A → ℂ} {m : ℂ} (hc : ∑ a, c a = 1)
    (h : OffCut g ma m) (ht : tau g m ≠ 0) (hS : cpaSum g c ma m = 1) :
    HasDerivAt (lloyd g c ma) 0 m := by
  have hX := tau_mul_meanScattering hc fun a => Complex.slitPlane_ne_zero (h.2 a)
  rw [hS, sub_self] at hX
  -- the mean scattering vanishes
  have hX0 := (mul_eq_zero.mp hX).resolve_left ht
  refine (hasDerivAt_lloyd h).congr_deriv ?_
  rw [hS, hX0]
  ring
```

The hypotheses are `hc` ($\sum_a c_a=1$), `h` (off the cut), `ht` ($\tau\neq0$) and `hS` ($S=1$). With $S=1$ the identity $\tau X=1-S$ reads $\tau X=0$, so $X=0$ because $\tau\neq0$. Both terms of $dF/dm$ vanish. The existence of a CPA solution is assumed, not derived.

In this one-channel model with a finite k-mesh, $F$ is analytic near such an $m$, so a small error $\delta$ in the medium changes $F$ only by $O(\delta^2)$. The Lean theorem states the zero derivative, not this bound.

```lean
/-- If the concentrations sum to one, all logarithms are off the branch cut, `tau` is non-zero and
the k-average of `1 / (m - g k) ^ 2` differs from `tau ^ 2`, the Lloyd functional is stationary in
the medium exactly when the CPA condition holds. -/
theorem lloyd_stationary_iff {g : K → ℂ} {c ma : A → ℂ} {m : ℂ} (hc : ∑ a, c a = 1)
    (h : OffCut g ma m) (ht : tau g m ≠ 0) (hQ : tauSq g m ≠ tau g m ^ 2) :
    HasDerivAt (lloyd g c ma) 0 m ↔ cpaSum g c ma m = 1 := by
  refine ⟨fun h0 => ?_, lloyd_stationary hc h ht⟩
  have hX := tau_mul_meanScattering hc fun a => Complex.slitPlane_ne_zero (h.2 a)
  have hu := h0.unique (hasDerivAt_lloyd h)
  have hp : (tau g m ^ 2 - tauSq g m) * (1 - cpaSum g c ma m) = 0 := by
    linear_combination (-tau g m) * hu + tauSq g m * hX
  exact (sub_eq_zero.mp ((mul_eq_zero.mp hp).resolve_left (sub_ne_zero.mpr hQ.symm))).symm
```

For the converse, multiply the derivative by $\tau$ and use $\tau X=1-S$:

$$\tau\frac{dF}{dm}=\tau^2(1-S)-Q(1-S)=(\tau^2-Q)(1-S).$$

If $dF/dm=0$ and $Q\neq\tau^2$, then $S=1$. Lean gets the vanishing of the derivative formula from uniqueness of derivatives (`hu`), and `linear_combination` performs the multiplication. The quantity $Q-\tau^2$ is the variance of $1/(m-g_k)$ over the mesh, taken without absolute values. With a single k-point it is always zero, so the converse says nothing there.

```lean
/-- At an energy where the CPA condition holds, the energy derivative of the Lloyd functional
does not contain the derivative of the medium, if the concentrations sum to one, `tau` is
non-zero, all inputs are differentiable and all logarithms are off the branch cut. -/
theorem lloyd_energy_derivative {g : K → ℂ → ℂ} {ma : A → ℂ → ℂ} {m : ℂ → ℂ}
    {g' : K → ℂ} {ma' : A → ℂ} {m' z : ℂ} {c : A → ℂ} (hc : ∑ a, c a = 1)
    (hg : ∀ k, HasDerivAt (g k) (g' k) z) (hma : ∀ a, HasDerivAt (ma a) (ma' a) z)
    (hm : HasDerivAt m m' z) (h : OffCut (g · z) (ma · z) (m z))
    (ht : tau (g · z) (m z) ≠ 0) (hS : cpaSum (g · z) c (ma · z) (m z) = 1) :
    HasDerivAt (fun w => lloyd (g · w) c (ma · w) (m w))
      (tau (g · z) (m z) * ∑ a, c a * ma' a / siteFactor (g · z) (m z) (ma a z)
        - kAverage (fun k => g' k / (m z - g k z))) z := by
  have hX := tau_mul_meanScattering hc fun a => Complex.slitPlane_ne_zero (h.2 a)
  rw [hS, sub_self] at hX
  have hX0 := (mul_eq_zero.mp hX).resolve_left ht
  refine (hasDerivAt_lloyd_path c hg hma hm h).congr_deriv ?_
  rw [hS, hX0]
  ring
```

Putting $S=1$ and $X=0$ into the path formula removes both terms that contain $m'$:

$$\frac{dF}{dz}=\tau\sum_a\frac{c_am_a'}{D_a}-\left\langle\frac{g_k'}{m-g_k}\right\rangle .$$

Only the energy dependence of the species and the structure constants remains. The theorem still assumes that the medium is differentiable at $z$ (hypothesis `hm`); the CPA condition is assumed only at that energy.

## Vanishing τ, and the opening alloy again

```lean
/-- For two k-points with `g = i, -i` and the medium `m = 0`, `tau` vanishes and the CPA
condition holds for concentrations that sum to one, but the derivative of the Lloyd functional
is the mean of the species' inverse amplitudes. -/
theorem tau_zero_derivative (c ma : A → ℂ) (hc : ∑ a, c a = 1) :
    tau ![Complex.I, -Complex.I] 0 = 0 ∧ cpaSum ![Complex.I, -Complex.I] c ma 0 = 1 ∧
      HasDerivAt (lloyd ![Complex.I, -Complex.I] c ma) (∑ a, c a * ma a) 0 := by
  have ht : tau ![Complex.I, -Complex.I] 0 = 0 := by
    simp [tau, kAverage, Fin.sum_univ_two]
  have hs : ∀ x, siteFactor ![Complex.I, -Complex.I] 0 x = 1 := by
    intro x
    simp [siteFactor, ht]
  have hQ : tauSq ![Complex.I, -Complex.I] 0 = -1 := by
    norm_num [tauSq, kAverage, Fin.sum_univ_two, Complex.I_sq]
  have h : OffCut ![Complex.I, -Complex.I] ma 0 := by
    refine ⟨Fin.forall_fin_two.mpr ⟨?_, ?_⟩, fun a => ?_⟩
    · simp [Complex.mem_slitPlane_iff]
    · simp [Complex.mem_slitPlane_iff]
    · rw [hs]
      simp [Complex.mem_slitPlane_iff]
  refine ⟨ht, by simp only [cpaSum, hs, div_one, hc], ?_⟩
  refine (hasDerivAt_lloyd h).congr_deriv ?_
  simp only [ht, hQ, meanScattering, hs, div_one, sub_zero, zero_mul, zero_sub, neg_mul,
    one_mul, neg_neg]
```

The list `![Complex.I, -Complex.I]` sets $g_0=i$ and $g_1=-i$. These values are a mathematical counter-example and do not model a physical crystal. At $m=0$,

$$\tau=\tfrac12\left(\tfrac1{-i}+\tfrac1i\right)=0,\qquad Q=\tfrac12(-1-1)=-1 .$$

Every $D_a$ equals 1, so $S=\sum_a c_a=1$ and $X=\sum_a c_am_a$. The derivative is $-QX=\sum_a c_am_a$, which is non-zero for a single species with $m_0=1$, for example. The condition $\tau\neq0$ in the stationarity theorem is therefore needed.

```lean
/-- An equiatomic binary alloy with inverse amplitudes `7/2` and `3/2`, two k-points with
`g = 1, -1` and the medium `m = 2` meets all conditions of the stationarity theorems. -/
theorem lloyd_stationary_witness :
    ∑ a, (![1 / 2, 1 / 2] : Fin 2 → ℂ) a = 1 ∧
      OffCut ![1, -1] ![7 / 2, 3 / 2] 2 ∧ tau ![1, -1] 2 ≠ 0 ∧
      cpaSum ![1, -1] ![1 / 2, 1 / 2] ![7 / 2, 3 / 2] 2 = 1 ∧
      tauSq ![1, -1] 2 ≠ tau ![1, -1] 2 ^ 2 := by
  have ht : tau ![1, -1] 2 = 2 / 3 := by
    norm_num [tau, kAverage, Fin.sum_univ_two]
  have hQ : tauSq ![1, -1] 2 = 5 / 9 := by
    norm_num [tauSq, kAverage, Fin.sum_univ_two]
  have hA : siteFactor ![1, -1] 2 (7 / 2) = 2 := by
    norm_num [siteFactor, ht]
  have hB : siteFactor ![1, -1] 2 (3 / 2) = 2 / 3 := by
    norm_num [siteFactor, ht]
  refine ⟨by norm_num [Fin.sum_univ_two], ⟨Fin.forall_fin_two.mpr ⟨?_, ?_⟩,
    Fin.forall_fin_two.mpr ⟨?_, ?_⟩⟩, ?_, ?_, ?_⟩
  · norm_num [Complex.mem_slitPlane_iff]
  · norm_num [Complex.mem_slitPlane_iff]
  · show siteFactor ![1, -1] 2 (7 / 2) ∈ Complex.slitPlane
    rw [hA]
    norm_num [Complex.mem_slitPlane_iff]
  · show siteFactor ![1, -1] 2 (3 / 2) ∈ Complex.slitPlane
    rw [hB]
    norm_num [Complex.mem_slitPlane_iff]
  · rw [ht]
    norm_num
  · show ∑ a, (![1 / 2, 1 / 2] : Fin 2 → ℂ) a /
      siteFactor ![1, -1] 2 ((![7 / 2, 3 / 2] : Fin 2 → ℂ) a) = 1
    rw [Fin.sum_univ_two]
    show (1 / 2 : ℂ) / siteFactor ![1, -1] 2 (7 / 2) +
      (1 / 2 : ℂ) / siteFactor ![1, -1] 2 (3 / 2) = 1
    rw [hA, hB]
    norm_num
  · rw [ht, hQ]
    norm_num

end

end CPALloyd
```

This is the alloy of the opening. The logarithms have the positive arguments $1$, $3$, $2$ and $2/3$, and $Q=5/9$ differs from $\tau^2=4/9$. The stationarity theorem and its converse thus both apply to this model alloy. The proof evaluates $\tau$, $Q$ and the two factors first, and `norm_num` checks the remaining arithmetic.

```lean
#print axioms CPALloyd.lloyd_stationary
#print axioms CPALloyd.lloyd_stationary_iff
#print axioms CPALloyd.lloyd_energy_derivative
#print axioms CPALloyd.tau_zero_derivative
```

```
'CPALloyd.lloyd_stationary' depends on axioms: [propext, Classical.choice, Quot.sound]
'CPALloyd.lloyd_stationary_iff' depends on axioms: [propext, Classical.choice, Quot.sound]
'CPALloyd.lloyd_energy_derivative' depends on axioms: [propext, Classical.choice, Quot.sound]
'CPALloyd.tau_zero_derivative' depends on axioms: [propext, Classical.choice, Quot.sound]
```
